# Flux conservation and unitarity of the velocity-normalised scattering matrix

## Physical setting

Take a potential step at $x=0$ in one dimension, with $\hbar=m=1$, so that the velocity on each side equals the wave number: $k_1>0$ on the left (channel 0) and $k_2>0$ on the right (channel 1). With incoming amplitudes $a_0,a_1$ and outgoing amplitudes $b_0,b_1$, the wave function is $a_0e^{ik_1x}+b_0e^{-ik_1x}$ for $x<0$ and $a_1e^{-ik_2x}+b_1e^{ik_2x}$ for $x>0$. Continuity of value and slope gives $a_0+b_0=a_1+b_1$ and $k_1(a_0-b_0)=k_2(b_1-a_1)$, hence $b=Sa$ with

$$S=\frac{1}{k_1+k_2}\begin{pmatrix}k_1-k_2&2k_2\\ 2k_1&k_2-k_1\end{pmatrix}.$$

For $k_1=3$, $k_2=1$ and $a=(1,0)$ one finds $b=(\tfrac12,\tfrac32)$. Then $|b_0|^2+|b_1|^2=\tfrac52$, so $S$ is not unitary, but the outgoing current $3\cdot\tfrac14+1\cdot\tfrac94=3$ equals the incoming one. Multiplying the entry $S_{ij}$ by the square root of the velocity of channel $i$ over that of channel $j$ gives $\tfrac12\begin{pmatrix}1&\sqrt3\\ \sqrt3&-1\end{pmatrix}$, which is unitary. With a single channel the velocity cancels and the condition is just that the one entry of $S$ has modulus 1.

## Statement

Let $i,j$ label finitely many channels with velocities $v_i>0$, let $S$ be a square complex matrix, and let $J(a)=\sum_i v_i|a_i|^2$ be the current of an amplitude vector $a$. Put $V=\mathrm{diag}(v_i)$, $V^{\pm1/2}=\mathrm{diag}(v_i^{\pm1/2})$ and $U=V^{1/2}SV^{-1/2}$. Then $J(Sa)=J(a)$ for every complex $a$ if and only if $U$ is unitary. In that case the ratios $T_{ij}=(v_i/v_j)|S_{ij}|^2$, the outgoing current in channel $i$ per unit current sent into channel $j$ alone, satisfy $\sum_iT_{ij}=1$ and $\sum_jT_{ij}=1$. In the Landauer description of coherent, non-interacting transport through finitely many open channels, the $T_{ij}$ are the transmission and reflection probabilities when $S$ acts on plane-wave amplitudes.

## Derivation

1. Since $\bar a_i v_i a_i=v_i|a_i|^2$, the current is $J(a)=a^\dagger Va$, and $J(Sa)=a^\dagger S^\dagger VSa$.

2. Suppose a complex matrix $M$ has $a^\dagger Ma=0$ for all $a$. For vectors $x,y$, the choice $a=x+y$ leaves $x^\dagger My+y^\dagger Mx=0$, because the diagonal terms vanish. The choice $a=x+\mathrm iy$ leaves $\mathrm i\,(x^\dagger My-y^\dagger Mx)=0$. Half the first equation plus $-\mathrm i/2$ times the second is $x^\dagger My=0$, and the unit vectors $x=e_i$, $y=e_j$ give $M_{ij}=0$.

3. With $M=S^\dagger VS-V$, flux conservation implies $S^\dagger VS=V$; the converse follows from step 1. The signs of the $v_i$ have not been used.

4. For $v_i>0$ the matrices $V^{\pm1/2}$ are Hermitian and mutually inverse, and $V^{1/2}V^{1/2}=V$. So
$$U^\dagger U=V^{-1/2}S^\dagger V^{1/2}V^{1/2}SV^{-1/2}=V^{-1/2}(S^\dagger VS)V^{-1/2}.$$
If $S^\dagger VS=V$, the right side is $1$. If $U^\dagger U=1$, multiplying by $V^{1/2}$ on both sides returns $S^\dagger VS=V$. For a finite square matrix $U^\dagger U=1$ implies $UU^\dagger=1$, so $U$ is unitary.

5. From $U_{ij}=\sqrt{v_i}\,S_{ij}/\sqrt{v_j}$ follows $|U_{ij}|^2=T_{ij}$. The diagonal entries of $U^\dagger U=1$ and $UU^\dagger=1$ are the column and row sum rules.

6. For the step, multiplying out gives $S^\dagger VS=V$ with $V=\mathrm{diag}(k_1,k_2)$. A normalised column 0 would need $(k_1-k_2)^2+4k_1^2=(k_1+k_2)^2$, that is $k_1(k_1-k_2)=0$, which fails for $k_1\ne k_2$.

## What the formal version assumes

Channels form a finite type `n`, velocities are a function `v : n → ℝ`, and amplitudes are functions `n → ℂ`. The definitions `flux`, `velMat`, `sqrtVel`, `invSqrtVel`, `fluxNormalized` and `transProb` are $J$, $V$, $V^{1/2}$, $V^{-1/2}$, $U$ and $T$. The row index is the outgoing channel and the column index the incoming one, and `S *ᵥ a` is $Sa$. `ConservesFlux v S` says $J(Sa)=J(a)$ for every complex $a$, normalised or not. The main theorem `conservesFlux_iff_unitary` reads: under `hv : ∀ i, 0 < v i`, this property is equivalent to `fluxNormalized v S ∈ unitaryGroup n ℂ`.

No Hamiltonian appears. The diagonal form of the current is a definition, $S$ is an arbitrary matrix at one energy, and flux conservation is one side of an equivalence or, in `transProb_sum_rules`, a hypothesis; only for the step, in `step_witness`, is it proved, from the entries of the matrix. Incoming and outgoing waves share the same labels and velocities, and evanescent channels are absent. The matrix `stepS` is written down, not derived from the matching conditions; `![k₁, k₂]` gives channel 0 the velocity $k_1$ and channel 1 the velocity $k_2$.

Positivity is needed in step 4. Take $v=(1,-1)$ and $S=\tfrac14\begin{pmatrix}5&3\\3&5\end{pmatrix}$. Then $S^\dagger VS=V$, so flux is conserved, but with $V^{1/2}=\mathrm{diag}(1,\mathrm i)$ each column of $U$ has squared norm $\tfrac{34}{16}$. In Lean `Real.sqrt` of a negative number is zero, so row 1 of `fluxNormalized` vanishes and unitarity fails there too. Complex test vectors are needed in step 2: with $v=(1,1)$, the singular matrix $\begin{pmatrix}1&\mathrm i\\0&0\end{pmatrix}$ preserves $J$ on all real $a$.

One could instead give incoming and outgoing channels separate index types and velocity matrices $V_{\rm in}$, $V_{\rm out}$, with $S$ rectangular. The argument would then yield $U^\dagger U=1$ for $U=V_{\rm out}^{1/2}SV_{\rm in}^{-1/2}$, an isometry, and the row sum rule would need equal channel numbers. The file does not treat these two examples or this variant.

```lean
import Mathlib

open Matrix

namespace FluxUnitarity

noncomputable section

variable {n : Type*} [Fintype n] [DecidableEq n]

/-- Current carried by channel amplitudes `a` with channel velocities `v`: `∑ vᵢ |aᵢ|²`. -/
def flux (v : n → ℝ) (a : n → ℂ) : ℝ := ∑ i, v i * ‖a i‖ ^ 2

/-- `S` conserves flux: the outgoing amplitudes `S a` carry the same current as the
incoming amplitudes `a`, for every `a`. -/
def ConservesFlux (v : n → ℝ) (S : Matrix n n ℂ) : Prop :=
  ∀ a, flux v (S *ᵥ a) = flux v a

/-- The velocity matrix `V = diag(v)`. -/
def velMat (v : n → ℝ) : Matrix n n ℂ := diagonal fun i => (v i : ℂ)

/-- The matrix `V^(1/2) = diag(√vᵢ)`. -/
def sqrtVel (v : n → ℝ) : Matrix n n ℂ := diagonal fun i => ((Real.sqrt (v i) : ℝ) : ℂ)

/-- The matrix `V^(-1/2) = diag(1/√vᵢ)`. -/
def invSqrtVel (v : n → ℝ) : Matrix n n ℂ :=
  diagonal fun i => (((Real.sqrt (v i))⁻¹ : ℝ) : ℂ)

/-- The flux-normalized scattering matrix `V^(1/2) S V^(-1/2)`. -/
def fluxNormalized (v : n → ℝ) (S : Matrix n n ℂ) : Matrix n n ℂ :=
  sqrtVel v * S * invSqrtVel v

/-- Ratio of outgoing current in channel `i` to incoming current in channel `j` when only channel `j` carries an incoming wave:
`T i j = (vᵢ / vⱼ) |Sᵢⱼ|²`. -/
def transProb (v : n → ℝ) (S : Matrix n n ℂ) (i j : n) : ℝ := v i / v j * ‖S i j‖ ^ 2

/-- Amplitude scattering matrix of a one-dimensional potential step between regions with
velocities `k₁` and `k₂`. -/
def stepS (k₁ k₂ : ℝ) : Matrix (Fin 2) (Fin 2) ℂ :=
  !![(((k₁ - k₂) / (k₁ + k₂) : ℝ) : ℂ), ((2 * k₂ / (k₁ + k₂) : ℝ) : ℂ);
     ((2 * k₁ / (k₁ + k₂) : ℝ) : ℂ), (((k₂ - k₁) / (k₁ + k₂) : ℝ) : ℂ)]

/-- The current is the Hermitian form `a† V a`. -/
theorem flux_eq_form (v : n → ℝ) (a : n → ℂ) :
    (flux v a : ℂ) = star a ⬝ᵥ velMat v *ᵥ a := by
  simp only [flux, velMat, dotProduct, mulVec_diagonal, Pi.star_apply, Complex.star_def]
  push_cast
  refine Finset.sum_congr rfl fun i _ => ?_
  linear_combination (-(v i : ℂ)) * Complex.conj_mul' (a i)

/-- Polarization: a complex matrix with `a† M a = 0` for every `a` is zero. -/
theorem eq_zero_of_form_eq_zero (M : Matrix n n ℂ) (h : ∀ a, star a ⬝ᵥ M *ᵥ a = 0) :
    M = 0 := by
  -- test with the superpositions `x + y` and `x + i y`
  have key : ∀ x y : n → ℂ, star x ⬝ᵥ M *ᵥ y = 0 := by
    intro x y
    have h1 := h (x + y)
    have h2 := h (x + Complex.I • y)
    simp only [star_add, star_smul, mulVec_add, mulVec_smul, add_dotProduct, dotProduct_add,
      smul_dotProduct, dotProduct_smul, h x, h y, smul_eq_mul, Complex.star_def,
      Complex.conj_I] at h1 h2
    linear_combination (1 / 2) * h1 + (-Complex.I / 2) * h2
      + ((star x ⬝ᵥ M *ᵥ y - star y ⬝ᵥ M *ᵥ x) / 2) * Complex.I_sq
  ext i j
  have hij := key (Pi.single i 1) (Pi.single j 1)
  have hs : star (Pi.single i (1 : ℂ) : n → ℂ) = Pi.single i 1 := by
    funext k
    by_cases hk : k = i <;> simp [hk]
  rw [hs] at hij
  simpa using hij

/-- For any real channel velocities, `S` conserves flux if and only if `S† V S = V`. -/
theorem conservesFlux_iff_gram (v : n → ℝ) (S : Matrix n n ℂ) :
    ConservesFlux v S ↔ Sᴴ * velMat v * S = velMat v := by
  have hform : ∀ a, (flux v (S *ᵥ a) : ℂ) = star a ⬝ᵥ (Sᴴ * velMat v * S) *ᵥ a := by
    intro a
    rw [flux_eq_form, star_mulVec, ← dotProduct_mulVec]
    simp only [mulVec_mulVec, Matrix.mul_assoc]
  constructor
  · intro h
    refine sub_eq_zero.1 (eq_zero_of_form_eq_zero _ fun a => ?_)
    rw [sub_mulVec, dotProduct_sub, ← hform, ← flux_eq_form, h a, sub_self]
  · intro h a
    have := hform a
    rw [h, ← flux_eq_form] at this
    exact_mod_cast this

/-- For positive velocities, `V^(1/2)` and `V^(-1/2)` are mutually inverse and Hermitian,
and `V^(1/2)` squares to `V`. -/
theorem sqrtVel_spec (v : n → ℝ) (hv : ∀ i, 0 < v i) :
    sqrtVel v * invSqrtVel v = 1 ∧ invSqrtVel v * sqrtVel v = 1 ∧
      sqrtVel v * sqrtVel v = velMat v ∧
      (sqrtVel v)ᴴ = sqrtVel v ∧ (invSqrtVel v)ᴴ = invSqrtVel v := by
  have h1 : sqrtVel v * invSqrtVel v = 1 := by
    rw [sqrtVel, invSqrtVel, diagonal_mul_diagonal, ← diagonal_one, diagonal_eq_diagonal_iff]
    intro i
    exact_mod_cast mul_inv_cancel₀ (Real.sqrt_pos.2 (hv i)).ne'
  refine ⟨h1, mul_eq_one_comm.1 h1, ?_, ?_, ?_⟩
  · rw [sqrtVel, velMat, diagonal_mul_diagonal, diagonal_eq_diagonal_iff]
    intro i
    exact_mod_cast Real.mul_self_sqrt (hv i).le
  · rw [sqrtVel, diagonal_conjTranspose, diagonal_eq_diagonal_iff]
    intro i
    exact Complex.conj_ofReal _
  · rw [invSqrtVel, diagonal_conjTranspose, diagonal_eq_diagonal_iff]
    intro i
    exact Complex.conj_ofReal _

/-- For positive channel velocities, `S` conserves flux for every amplitude vector if and
only if `V^(1/2) S V^(-1/2)` is unitary. -/
theorem conservesFlux_iff_unitary (v : n → ℝ) (hv : ∀ i, 0 < v i) (S : Matrix n n ℂ) :
    ConservesFlux v S ↔ fluxNormalized v S ∈ unitaryGroup n ℂ := by
  obtain ⟨hRQ, hQR, hRR, hR, hQ⟩ := sqrtVel_spec v hv
  -- `U† U = V^(-1/2) (S† V S) V^(-1/2)`
  have hU : star (fluxNormalized v S) * fluxNormalized v S
      = invSqrtVel v * (Sᴴ * velMat v * S) * invSqrtVel v := by
    rw [fluxNormalized, star_eq_conjTranspose, conjTranspose_mul, conjTranspose_mul, hR, hQ,
      ← hRR]
    simp only [Matrix.mul_assoc]
  rw [conservesFlux_iff_gram, mem_unitaryGroup_iff', hU]
  constructor
  · intro h
    rw [h, ← hRR, ← Matrix.mul_assoc, hQR, Matrix.one_mul, hRQ]
  · intro h
    calc Sᴴ * velMat v * S
        = (sqrtVel v * invSqrtVel v) * (Sᴴ * velMat v * S) * (invSqrtVel v * sqrtVel v) := by
          rw [hRQ, hQR, Matrix.one_mul, Matrix.mul_one]
      _ = sqrtVel v * (invSqrtVel v * (Sᴴ * velMat v * S) * invSqrtVel v) * sqrtVel v := by
          simp only [Matrix.mul_assoc]
      _ = velMat v := by rw [h, Matrix.mul_one, hRR]

/-- The squared modulus of an entry of the flux-normalized matrix is `(vᵢ / vⱼ) |Sᵢⱼ|²`. -/
theorem normSq_fluxNormalized (v : n → ℝ) (hv : ∀ i, 0 < v i) (S : Matrix n n ℂ) (i j : n) :
    ‖fluxNormalized v S i j‖ ^ 2 = transProb v S i j := by
  simp only [fluxNormalized, sqrtVel, invSqrtVel, mul_diagonal, diagonal_mul, transProb,
    norm_mul, Complex.norm_real, Real.norm_eq_abs, mul_pow, sq_abs, inv_pow,
    Real.sq_sqrt (hv i).le, Real.sq_sqrt (hv j).le]
  ring

/-- The squared moduli of the entries of a unitary matrix sum to one along every column and
along every row. -/
theorem unitary_normSq_sums (U : Matrix n n ℂ) (hU : U ∈ unitaryGroup n ℂ) :
    (∀ j, ∑ i, ‖U i j‖ ^ 2 = 1) ∧ ∀ i, ∑ j, ‖U i j‖ ^ 2 = 1 := by
  constructor
  · intro j
    have h := congrFun (congrFun (mem_unitaryGroup_iff'.1 hU) j) j
    simp only [Matrix.mul_apply, star_apply, one_apply_eq, Complex.star_def,
      Complex.conj_mul'] at h
    exact_mod_cast h
  · intro i
    have h := congrFun (congrFun (mem_unitaryGroup_iff.1 hU) i) i
    simp only [Matrix.mul_apply, star_apply, one_apply_eq, Complex.star_def,
      Complex.mul_conj'] at h
    exact_mod_cast h

/-- Sum rules: if `S` conserves flux, the ratios `(vᵢ / vⱼ) |Sᵢⱼ|²` sum to one over outgoing
channels `i` at fixed `j`, and over incoming channels `j` at fixed `i`. -/
theorem transProb_sum_rules (v : n → ℝ) (hv : ∀ i, 0 < v i) (S : Matrix n n ℂ)
    (hS : ConservesFlux v S) :
    (∀ j, ∑ i, transProb v S i j = 1) ∧ ∀ i, ∑ j, transProb v S i j = 1 := by
  have h := unitary_normSq_sums _ ((conservesFlux_iff_unitary v hv S).1 hS)
  simpa only [normSq_fluxNormalized v hv S] using h

/-- The scattering matrix of a potential step with unequal positive velocities conserves
flux, but is not itself unitary. -/
theorem step_witness (k₁ k₂ : ℝ) (h₁ : 0 < k₁) (h₂ : 0 < k₂) (hne : k₁ ≠ k₂) :
    ConservesFlux ![k₁, k₂] (stepS k₁ k₂) ∧ stepS k₁ k₂ ∉ unitaryGroup (Fin 2) ℂ := by
  have hk : (k₁ : ℂ) + k₂ ≠ 0 := by exact_mod_cast (add_pos h₁ h₂).ne'
  have hc : (starRingEnd ℂ) 2 = 2 := map_ofNat (starRingEnd ℂ) 2
  constructor
  · rw [conservesFlux_iff_gram]
    ext i j
    fin_cases i <;> fin_cases j <;>
      simp [stepS, velMat, Matrix.mul_apply, Fin.sum_univ_two, conjTranspose_apply,
        diagonal_apply, hc] <;> field_simp <;> ring
  · intro hU
    -- the first column is not normalized
    have h := (unitary_normSq_sums _ hU).1 0
    have e0 : stepS k₁ k₂ 0 0 = (((k₁ - k₂) / (k₁ + k₂) : ℝ) : ℂ) := rfl
    have e1 : stepS k₁ k₂ 1 0 = ((2 * k₁ / (k₁ + k₂) : ℝ) : ℂ) := rfl
    rw [Fin.sum_univ_two, e0, e1] at h
    simp only [Complex.norm_real, Real.norm_eq_abs, sq_abs] at h
    rw [div_pow, div_pow, ← add_div, div_eq_one_iff_eq (by positivity)] at h
    have h0 : k₁ * (k₁ - k₂) = 0 := by nlinarith [h]
    exact mul_ne_zero h₁.ne' (sub_ne_zero.2 hne) h0

end

end FluxUnitarity
```

```lean
#print axioms FluxUnitarity.conservesFlux_iff_unitary
#print axioms FluxUnitarity.transProb_sum_rules
```

```
'FluxUnitarity.conservesFlux_iff_unitary' depends on axioms: [propext, Classical.choice, Quot.sound]
'FluxUnitarity.transProb_sum_rules' depends on axioms: [propext, Classical.choice, Quot.sound]
```

## Notes on the proof

`flux_eq_form` is step 1: both sides are unfolded to sums and compared term by term, using `Complex.conj_mul'` for $\bar zz=|z|^2$.

`eq_zero_of_form_eq_zero` is step 2. In `key`, the hypotheses `h1` and `h2` are the two test vectors, expanded with the diagonal terms removed by `h x` and `h y`. The `linear_combination` uses the coefficients $\tfrac12$ and $-\mathrm i/2$ found by hand, with a multiple of `Complex.I_sq` supplying $\mathrm i^2=-1$. The vectors `Pi.single i 1` and `Pi.single j 1` are $e_i$ and $e_j$.

`conservesFlux_iff_gram` is step 3. Its `hform` is $J(Sa)=a^\dagger S^\dagger VSa$, and the forward direction applies polarization to the difference of the two matrices. The theorem carries no positivity hypothesis, so it gives a neighbouring result at once. For $v=(1,-1)$ the form $|a_0|^2-|a_1|^2$ is proportional to the net current of right- and left-moving waves, and a $2\times2$ transfer matrix $P$ between regions of equal velocity preserves it exactly when $P^\dagger\sigma_zP=\sigma_z$, where $\sigma_z=\mathrm{diag}(1,-1)$.

`sqrtVel_spec` collects the five properties of $V^{\pm1/2}$ used in step 4, four of them reduced to a scalar identity on the diagonal, while $V^{-1/2}V^{1/2}=1$ is obtained from $V^{1/2}V^{-1/2}=1$ by `mul_eq_one_comm`. In `conservesFlux_iff_unitary`, `hU` is the displayed formula for $U^\dagger U$, and `mem_unitaryGroup_iff'` reduces unitarity of a square matrix to $U^\dagger U=1$. The `calc` block inserts $V^{1/2}V^{-1/2}$ on the left and $V^{-1/2}V^{1/2}$ on the right, regroups, and applies the hypothesis.

Step 5 is split in three. `normSq_fluxNormalized` proves $|U_{ij}|^2=T_{ij}$, `unitary_normSq_sums` reads off the diagonal entries of $U^\dagger U$ and $UU^\dagger$ for any unitary matrix, and `transProb_sum_rules` combines them with the main theorem.

`step_witness` is step 6, for all positive $k_1\ne k_2$. The four entries of $S^\dagger VS=V$ are checked by `fin_cases`, `field_simp` and `ring`. For non-unitarity, the column sum at index 0 is cleared of its denominator, `nlinarith` extracts `k₁ * (k₁ - k₂) = 0`, and this contradicts `h₁` together with `hne`.
